# The weight of a doubly occupied pair state on a family of configurations

The state here is a real superposition of configurations over a finite set of spatial orbitals, in each of which every orbital is either empty or doubly occupied; the number of pairs is not fixed. The theorem says that its total squared amplitude on any family `A` of spin-orbital configurations is the sum of `c S ^ 2` over those sets `S` of spatial orbitals whose doubly occupied configuration lies in `A`. For a normalised state this is the probability of finding a configuration in `A`; for an unnormalised nonzero state one divides by the sum of all `c S ^ 2`. The proof first shows that squaring an amplitude of the state amounts to squaring the coefficients `c S`, then exchanges the sums over `T` and `S`.

As first written in Lean, the proof fails:

```lean
import Mathlib

open Finset

namespace PairStateRepresentability

noncomputable section

variable {ι : Type*} [Fintype ι] [LinearOrder ι]

/-- The spin orbitals filled when every spatial orbital in `S` is doubly occupied. -/
def doubled (S : Finset ι) : Finset (ι × Bool) := S ×ˢ univ

/-- The pair state: the superposition of doubly occupied configurations `S` with amplitudes
`c S`. -/
def pairState (c : Finset ι → ℝ) : Finset (ι × Bool) → ℝ :=
  fun T => ∑ S, if doubled S = T then c S else 0

/-- The total squared amplitude of a pair state on a family `A` of configurations is the sum of `c S
^ 2` over the doubly occupied configurations in `A`. -/
theorem sum_pairState_sq (c : Finset ι → ℝ) (A : Finset (Finset (ι × Bool))) :
    ∑ T ∈ A, pairState c T ^ 2 = ∑ S with doubled S ∈ A, c S ^ 2 := by
  have hinj : Function.Injective (doubled : Finset ι → Finset (ι × Bool)) := by
    intro S T h
    ext k
    have hk : (k, true) ∈ doubled S ↔ (k, true) ∈ doubled T := by rw [h]
    simpa [doubled] using hk
  have hd : ∀ (f : Finset ι → ℝ) S, pairState f (doubled S) = f S := by
    intro f S
    simp [pairState, hinj.eq_iff]
  -- distinct configurations are orthogonal, so squaring acts on each amplitude
  have hsq : ∀ T, pairState c T ^ 2 = pairState (fun S => c S ^ 2) T := by
    intro T
    by_cases h : ∃ S, doubled S = T
    · obtain ⟨S, rfl⟩ := h
      rw [hd, hd]
    · have h' : ∀ S, doubled S ≠ T := fun S hS => h ⟨S, hS⟩
      simp [pairState, h']
  simp only [hsq, pairState]
  rw [Finset.sum_comm, Finset.sum_filter]
  refine Finset.sum_congr rfl fun S _ => ?_
  rw [Finset.sum_ite_eq]

end

end PairStateRepresentability
```

Lean reports:

```
Main.lean:40:6: error: Tactic `rewrite` failed: Did not find an occurrence of the pattern
  ∑ x ∈ ?m.224, ∑ y ∈ ?m.225, ?m.226 x y
in the target expression
  ∑ T ∈ A, (∑ S, if doubled S = T then c S else 0) ^ 2 = ∑ S with doubled S ∈ A, c S ^ 2

ι : Type u_1
inst✝¹ : Fintype ι
inst✝ : LinearOrder ι
c : Finset ι → ℝ
A : Finset (Finset (ι × Bool))
hinj : Function.Injective doubled
hd : ∀ (f : Finset ι → ℝ) (S : Finset ι), pairState f (doubled S) = f S
hsq : ∀ (T : Finset (ι × Bool)), pairState c T ^ 2 = pairState (fun S => c S ^ 2) T
⊢ ∑ T ∈ A, (∑ S, if doubled S = T then c S else 0) ^ 2 = ∑ S with doubled S ∈ A, c S ^ 2
Main.lean:39:13: warning: This simp argument is unused:
  hsq

Hint: Omit it from the simp argument list.
  [apply] simp only [pairState]

Note: This linter can be disabled with `set_option linter.unusedSimpArgs false`
```

The error says that `rw [Finset.sum_comm, Finset.sum_filter]` found no double sum to exchange. In the goal it prints, the inner sum over `S` is still squared, so the body of the outer sum is a power and not a sum.

`hsq` was meant to remove that square, but the warning reports that it was never used. `simp only` simplifies subterms before the term that contains them. Given both `hsq` and `pairState`, it unfolded `pairState c T` inside the square first, and the left side of `hsq`, `pairState c T ^ 2`, was then no longer there to match.

The repair splits the call in two. `simp only [hsq]` moves the square onto the coefficients while `pairState` is still folded, and `simp only [pairState]` then unfolds the result into a plain double sum, which `Finset.sum_comm` can exchange.

The change to the comment plays no part in curing the error, but it corrects the reason given for `hsq`. Orthogonality concerns inner products, which sum over all configurations, whereas `hsq` is a statement about the amplitude at one fixed `T`. It holds because `doubled` is injective, so at most one term of the sum over `S` can be nonzero and squaring produces no cross terms.

Fix (accepted with no message):

```diff
@@ -29,5 +29,5 @@
     intro f S
     simp [pairState, hinj.eq_iff]
-  -- distinct configurations are orthogonal, so squaring acts on each amplitude
+  -- at most one `S` satisfies `doubled S = T`, so squaring acts on a single amplitude
   have hsq : ∀ T, pairState c T ^ 2 = pairState (fun S => c S ^ 2) T := by
     intro T
@@ -37,5 +37,6 @@
     · have h' : ∀ S, doubled S ≠ T := fun S hS => h ⟨S, hS⟩
       simp [pairState, h']
-  simp only [hsq, pairState]
+  simp only [hsq]
+  simp only [pairState]
   rw [Finset.sum_comm, Finset.sum_filter]
   refine Finset.sum_congr rfl fun S _ => ?_
```
